# The lowest energy of a Heisenberg spin-1/2 dimer in a field B ≥ 0 is min(−3J/4, J/4 − B)

Two spins 1/2 with exchange constant $J$ in a field $B \ge 0$ along $z$ have the Hamiltonian

$$H = J\,\mathbf S_1\cdot\mathbf S_2 - B\,(S_{1z}+S_{2z}).$$

Every normalised state has energy at least $\min(-3J/4,\ J/4-B)$. The singlet attains this bound when $B \le J$, and the state $uu$, with both spins up, attains it when $B \ge J$. The sign of $J$ is free; $J>0$ is antiferromagnetic. Spins are in units of $\hbar$, and $B$ is an energy: the field strength times the g-factor and the Bohr magneton. The minus sign takes the magnetic moment parallel to the spin; for electrons, whose moment is opposite to the spin, the same $H$ holds with the $z$ axis pointing against the field.

For an isolated, isotropic dimer with equal g-factors and $J>0$, this places the ground-state level crossing at $B=J$, where the zero-temperature magnetisation jumps.

## Spins, Hamiltonian and energy

```lean
import Mathlib

open Matrix
open scoped Kronecker

namespace HeisenbergDimerInField

noncomputable section
```

This loads the mathematical library Mathlib and the notation `⊗ₖ` for the Kronecker product, which builds two-spin operators from one-spin matrices.

```lean
/-- The x component of a spin 1/2, in units of ħ. -/
def sx : Matrix (Fin 2) (Fin 2) ℂ := !![0, 1/2; 1/2, 0]
```

This is $S_x$, a complex 2×2 matrix. `Fin 2` is the index set $\{0,1\}$.

```lean
/-- The y component of a spin 1/2, in units of ħ. -/
def sy : Matrix (Fin 2) (Fin 2) ℂ := !![0, -Complex.I/2; Complex.I/2, 0]
```

This is $S_y$, with `Complex.I` for $i$.

```lean
/-- The z component of a spin 1/2, in units of ħ; index 0 is up and index 1 is down. -/
def sz : Matrix (Fin 2) (Fin 2) ℂ := !![1/2, 0; 0, -1/2]
```

This is $S_z$. It fixes the convention that index 0 is up ($u$) and index 1 is down ($d$).

```lean
/-- The dimer Hamiltonian `J S1·S2 - B (S1z + S2z)`. -/
def hamiltonian (J B : ℝ) : Matrix (Fin 2 × Fin 2) (Fin 2 × Fin 2) ℂ :=
  (J : ℂ) • (sx ⊗ₖ sx + sy ⊗ₖ sy + sz ⊗ₖ sz) - (B : ℂ) • (sz ⊗ₖ 1 + 1 ⊗ₖ sz)
```

The definition is $H$ as written above. A pair in `Fin 2 × Fin 2` labels a basis state, so `(0, 1)` is $ud$. The `1` beside `sz` is the identity on the other spin, and `(J : ℂ)` is the real number $J$ read as a complex one.

```lean
/-- The energy of a state: the real part of the expectation value of the Hamiltonian. -/
def energy (J B : ℝ) (ψ : Fin 2 × Fin 2 → ℂ) : ℝ :=
  (star ψ ⬝ᵥ (hamiltonian J B *ᵥ ψ)).re
```

A state `ψ` assigns an amplitude $\psi_{ij}$ to each pair. The symbol `*ᵥ` applies a matrix to a vector, and `star ψ ⬝ᵥ φ` is $\langle\psi|\varphi\rangle$. The energy is thus $\mathrm{Re}\,\langle\psi|H|\psi\rangle$; the imaginary part is shown below to vanish.

```lean
/-- The singlet `(ud - du)/√2`. -/
def singlet : Fin 2 × Fin 2 → ℂ := fun p =>
  (!![0, (((√2)⁻¹ : ℝ) : ℂ); -(((√2)⁻¹ : ℝ) : ℂ), 0] : Matrix (Fin 2) (Fin 2) ℂ) p.1 p.2
```

The singlet has amplitudes $1/\sqrt2$ on $ud$ and $-1/\sqrt2$ on $du$.

```lean
/-- The state `uu` with both spins up. -/
def upUp : Fin 2 × Fin 2 → ℂ := Pi.single (0, 0) 1
```

The state $uu$ has amplitude 1 at `(0, 0)` and 0 elsewhere.

```lean
/-- The weight of a state on `(ud - du)/√2`. -/
def singletWeight (ψ : Fin 2 × Fin 2 → ℂ) : ℝ := Complex.normSq (ψ (0, 1) - ψ (1, 0)) / 2
```

`Complex.normSq` is $|z|^2$, so this is $w_s = |\psi_{01}-\psi_{10}|^2/2$, the probability of the singlet in a normalised state.

```lean
/-- The weight of a state on `(ud + du)/√2`. -/
def tripletWeight (ψ : Fin 2 × Fin 2 → ℂ) : ℝ := Complex.normSq (ψ (0, 1) + ψ (1, 0)) / 2
```

Likewise $w_t = |\psi_{01}+\psi_{10}|^2/2$ belongs to the triplet state with zero magnetisation.

## Energy as a weighted average of four levels

```lean
/-- The action of the Hamiltonian on the four amplitudes: the exchange mixes only `ud` and `du`. -/
theorem hamiltonian_mulVec (J B : ℝ) (ψ : Fin 2 × Fin 2 → ℂ) :
    (hamiltonian J B *ᵥ ψ) (0, 0) = ((J : ℂ) / 4 - B) * ψ (0, 0) ∧
    (hamiltonian J B *ᵥ ψ) (0, 1) = -(J : ℂ) / 4 * ψ (0, 1) + (J : ℂ) / 2 * ψ (1, 0) ∧
    (hamiltonian J B *ᵥ ψ) (1, 0) = (J : ℂ) / 2 * ψ (0, 1) - (J : ℂ) / 4 * ψ (1, 0) ∧
    (hamiltonian J B *ᵥ ψ) (1, 1) = ((J : ℂ) / 4 + B) * ψ (1, 1) := by
  refine ⟨?_, ?_, ?_, ?_⟩ <;>
  simp [hamiltonian, sx, sy, sz, Matrix.mulVec, dotProduct, Fintype.sum_prod_type,
    Fin.sum_univ_two, Matrix.one_apply, -mul_eq_mul_left_iff, -mul_eq_mul_right_iff] <;>
  first
    | ring1
    | (ring_nf; simp only [Complex.I_sq]; ring1)
```

A theorem gives its statement after the colon and its proof after `:=`. Here the statement is

$$\begin{aligned}
(H\psi)_{00} &= (J/4-B)\,\psi_{00}, & (H\psi)_{01} &= -\tfrac J4\psi_{01}+\tfrac J2\psi_{10},\\
(H\psi)_{11} &= (J/4+B)\,\psi_{11}, & (H\psi)_{10} &= \tfrac J2\psi_{01}-\tfrac J4\psi_{10}.
\end{aligned}$$

By hand, $S_{1z}S_{2z}$ gives $+1/4$ on parallel and $-1/4$ on antiparallel spins. The $x$ and $y$ products each turn $ud$ into $\tfrac14 du$ and conversely, while on $uu$ and $dd$ they cancel. The field shifts only $uu$ and $dd$, by $-B$ and $+B$. In the proof, `simp` expands the matrices and `ring1` checks the algebra, using $i^2=-1$ where needed.

```lean
/-- The expectation value of the Hamiltonian is real, and is the sum of four level energies
times the weights of the state on the singlet and the three triplet states. -/
theorem expectation_eq (J B : ℝ) (ψ : Fin 2 × Fin 2 → ℂ) :
    star ψ ⬝ᵥ (hamiltonian J B *ᵥ ψ) =
      ((-3 * J / 4 * singletWeight ψ + (J / 4 - B) * Complex.normSq (ψ (0, 0))
        + J / 4 * tripletWeight ψ + (J / 4 + B) * Complex.normSq (ψ (1, 1)) : ℝ) : ℂ) := by
  obtain ⟨h00, h01, h10, h11⟩ := hamiltonian_mulVec J B ψ
  simp only [dotProduct, Fintype.sum_prod_type, Fin.sum_univ_two, Pi.star_apply,
    h00, h01, h10, h11, Complex.star_def, singletWeight, tripletWeight]
  push_cast
  simp only [Complex.normSq_eq_conj_mul_self, map_sub, map_add]
  ring
```

The claim is

$$\langle\psi|H|\psi\rangle = -\tfrac{3J}4 w_s + \left(\tfrac J4-B\right)|\psi_{00}|^2 + \tfrac J4 w_t + \left(\tfrac J4+B\right)|\psi_{11}|^2 .$$

The right side is a real number read as complex, so the expectation value is real. By hand, the antiparallel part is

$$-\tfrac J4\left(|\psi_{01}|^2+|\psi_{10}|^2\right)+\tfrac J2\left(\psi_{01}^*\psi_{10}+\psi_{10}^*\psi_{01}\right).$$

The first bracket is $w_s+w_t$ and the second is $w_t-w_s$, which gives $-\tfrac{3J}4w_s+\tfrac J4w_t$. Lean inserts the four amplitudes, writes $|z|^2$ as $z^*z$, and lets `ring` compare the two sides.

```lean
/-- A state is normalised exactly when its four weights add up to one. -/
theorem normalized_iff (ψ : Fin 2 × Fin 2 → ℂ) :
    star ψ ⬝ᵥ ψ = 1 ↔ singletWeight ψ + Complex.normSq (ψ (0, 0))
      + tripletWeight ψ + Complex.normSq (ψ (1, 1)) = 1 := by
  have h : star ψ ⬝ᵥ ψ = ((singletWeight ψ + Complex.normSq (ψ (0, 0))
      + tripletWeight ψ + Complex.normSq (ψ (1, 1)) : ℝ) : ℂ) := by
    simp only [dotProduct, Fintype.sum_prod_type, Fin.sum_univ_two, Pi.star_apply,
      Complex.star_def, singletWeight, tripletWeight]
    push_cast
    simp only [Complex.normSq_eq_conj_mul_self, map_sub, map_add]
    ring
  rw [h]
  exact Complex.ofReal_eq_one
```

The same identity $w_s+w_t=|\psi_{01}|^2+|\psi_{10}|^2$ shows that $\langle\psi|\psi\rangle=1$ holds exactly when the four weights sum to one.

## The bound and the states that attain it

```lean
/-- The singlet is normalised and has energy `-3J/4` in every field. -/
theorem singlet_energy (J B : ℝ) :
    star singlet ⬝ᵥ singlet = 1 ∧ energy J B singlet = -3 * J / 4 := by
  have hr : (√2)⁻¹ * (√2)⁻¹ = (1 / 2 : ℝ) := by
    rw [← mul_inv, Real.mul_self_sqrt (by norm_num)]; norm_num
  have h00 : singlet (0, 0) = 0 := by simp [singlet]
  have h11 : singlet (1, 1) = 0 := by simp [singlet]
  have h01 : singlet (0, 1) = (((√2)⁻¹ : ℝ) : ℂ) := by simp [singlet]
  have h10 : singlet (1, 0) = ((-(√2)⁻¹ : ℝ) : ℂ) := by simp [singlet]
  have hs : singletWeight singlet = 1 := by
    rw [singletWeight, h01, h10, ← Complex.ofReal_sub, Complex.normSq_ofReal]
    linear_combination 2 * hr
  have ht : tripletWeight singlet = 0 := by
    rw [tripletWeight, h01, h10, ← Complex.ofReal_add, Complex.normSq_ofReal]
    ring
  constructor
  · rw [normalized_iff, hs, ht, h00, h11]; simp
  · rw [energy, expectation_eq, Complex.ofReal_re, hs, ht, h00, h11]; simp
```

For the singlet, $w_s=\tfrac12(2/\sqrt2)^2=1$ and the other weights vanish. It is therefore normalised, with energy $-3J/4$ in every field. The proof computes these weights and inserts them in the two preceding theorems.

```lean
/-- The state `uu` is normalised and has energy `J/4 - B`. -/
theorem upUp_energy (J B : ℝ) :
    star upUp ⬝ᵥ upUp = 1 ∧ energy J B upUp = J / 4 - B := by
  constructor
  · rw [normalized_iff]; simp [singletWeight, tripletWeight, upUp]
  · rw [energy, expectation_eq, Complex.ofReal_re]
    simp [singletWeight, tripletWeight, upUp]
```

For $uu$ only $|\psi_{00}|^2=1$ survives, which gives $J/4-B$.

```lean
/-- For `B ≥ 0` every normalised state has energy at least `min (-3J/4) (J/4 - B)`; the singlet
attains this bound when `B ≤ J`, and `uu` attains it when `B ≥ J`. -/
theorem ground_energy (J B : ℝ) (hB : 0 ≤ B) :
    (∀ ψ, star ψ ⬝ᵥ ψ = 1 → min (-3 * J / 4) (J / 4 - B) ≤ energy J B ψ) ∧
    (B ≤ J → energy J B singlet = min (-3 * J / 4) (J / 4 - B)) ∧
    (J ≤ B → energy J B upUp = min (-3 * J / 4) (J / 4 - B)) := by
  refine ⟨fun ψ hψ => ?_, fun h => ?_, fun h => ?_⟩
  · -- a weighted average of the levels is at least any common lower bound `m`
    have key : ∀ m, m ≤ -3 * J / 4 → m ≤ J / 4 - B → m ≤ energy J B ψ := by
      intro m h1 h2
      rw [normalized_iff] at hψ
      rw [energy, expectation_eq, Complex.ofReal_re]
      have hs : 0 ≤ singletWeight ψ := div_nonneg (Complex.normSq_nonneg _) (by norm_num)
      have ht : 0 ≤ tripletWeight ψ := div_nonneg (Complex.normSq_nonneg _) (by norm_num)
      have e1 := mul_nonneg (sub_nonneg.2 h1) hs
      have e2 := mul_nonneg (sub_nonneg.2 h2) (Complex.normSq_nonneg (ψ (0, 0)))
      have e3 := mul_nonneg (show 0 ≤ J / 4 - m by linarith) ht
      have e4 := mul_nonneg (show 0 ≤ J / 4 + B - m by linarith)
        (Complex.normSq_nonneg (ψ (1, 1)))
      have hm := congrArg (fun x => m * x) hψ
      simp only [mul_one] at hm
      linarith
    exact key _ (min_le_left _ _) (min_le_right _ _)
  · rw [(singlet_energy J B).2, min_eq_left (by linarith)]
  · rw [(upUp_energy J B).2, min_eq_right (by linarith)]
```

The three parts joined by `∧` are the lower bound for every normalised `ψ` and the two cases of attainment. Let $m$ be at most $-3J/4$ and at most $J/4-B$. Since $B\ge0$, it is also at most $J/4$ and $J/4+B$. As the weights sum to one,

$$E-m = \left(-\tfrac{3J}4-m\right)w_s+\left(\tfrac J4-B-m\right)|\psi_{00}|^2+\left(\tfrac J4-m\right)w_t+\left(\tfrac J4+B-m\right)|\psi_{11}|^2\ \ge 0 .$$

The facts `e1` to `e4` say that these four products are non-negative, `hm` is $m$ times the normalisation, and `linarith` adds them up. Taking $m$ to be the minimum gives the bound. For attainment, $-3J/4\le J/4-B$ is the same condition as $B\le J$.

```lean
/-- For `0 ≤ B < J` the normalised states of energy `-3J/4` are exactly those proportional
to the singlet. -/
theorem singlet_unique (J B : ℝ) (hB : 0 ≤ B) (hJ : B < J) (ψ : Fin 2 × Fin 2 → ℂ)
    (hψ : star ψ ⬝ᵥ ψ = 1) : energy J B ψ = -3 * J / 4 ↔ ∃ c : ℂ, ψ = c • singlet := by
  rw [normalized_iff] at hψ
  rw [energy, expectation_eq, Complex.ofReal_re]
  constructor
  · intro hE
    have ht : 0 ≤ tripletWeight ψ := div_nonneg (Complex.normSq_nonneg _) (by norm_num)
    -- the excitation energy is a sum of non-negative terms, so each term vanishes
    have key : J * tripletWeight ψ + (J - B) * Complex.normSq (ψ (0, 0))
        + (J + B) * Complex.normSq (ψ (1, 1)) = 0 := by
      linear_combination hE + 3 * J / 4 * hψ
    have e1 := mul_nonneg (show 0 ≤ J by linarith) ht
    have e2 := mul_nonneg (show 0 ≤ J - B by linarith) (Complex.normSq_nonneg (ψ (0, 0)))
    have e3 := mul_nonneg (show 0 ≤ J + B by linarith) (Complex.normSq_nonneg (ψ (1, 1)))
    have t0 : tripletWeight ψ = 0 :=
      (mul_eq_zero.1 (show J * tripletWeight ψ = 0 by linarith)).resolve_left (by linarith)
    have h00 : ψ (0, 0) = 0 := Complex.normSq_eq_zero.1 ((mul_eq_zero.1
      (show (J - B) * Complex.normSq (ψ (0, 0)) = 0 by linarith)).resolve_left (by linarith))
    have h11 : ψ (1, 1) = 0 := Complex.normSq_eq_zero.1 ((mul_eq_zero.1
      (show (J + B) * Complex.normSq (ψ (1, 1)) = 0 by linarith)).resolve_left (by linarith))
    have hsum : ψ (0, 1) + ψ (1, 0) = 0 := by
      apply Complex.normSq_eq_zero.1
      unfold tripletWeight at t0
      linarith
    have hr : ((√2 : ℝ) : ℂ) * (((√2)⁻¹ : ℝ) : ℂ) = 1 := by
      rw [← Complex.ofReal_mul, mul_inv_cancel₀ (by positivity), Complex.ofReal_one]
    refine ⟨((√2 : ℝ) : ℂ) * ψ (0, 1), ?_⟩
    have s00 : singlet (0, 0) = 0 := by simp [singlet]
    have s11 : singlet (1, 1) = 0 := by simp [singlet]
    have s01 : singlet (0, 1) = (((√2)⁻¹ : ℝ) : ℂ) := by simp [singlet]
    have s10 : singlet (1, 0) = -(((√2)⁻¹ : ℝ) : ℂ) := by simp [singlet]
    simp only [funext_iff, Prod.forall, Fin.forall_fin_two, Pi.smul_apply, smul_eq_mul,
      s00, s01, s10, s11]
    refine ⟨⟨?_, ?_⟩, ?_, ?_⟩
    · linear_combination h00
    · linear_combination (-ψ (0, 1)) * hr
    · linear_combination hsum + ψ (0, 1) * hr
    · linear_combination h11
  · rintro ⟨c, rfl⟩
    have h00 : (c • singlet) (0, 0) = 0 := by simp [singlet]
    have h11 : (c • singlet) (1, 1) = 0 := by simp [singlet]
    have t0 : tripletWeight (c • singlet) = 0 := by simp [tripletWeight, singlet]
    rw [h00, h11, t0, map_zero] at hψ ⊢
    linear_combination (-3 * J / 4) * hψ
```

For $0\le B<J$, a normalised state has energy $-3J/4$ exactly when it is a multiple of the singlet. Subtracting $-3J/4$ times the normalisation from the energy gives `key`:

$$J\,w_t+(J-B)|\psi_{00}|^2+(J+B)|\psi_{11}|^2=0 .$$

All three coefficients are positive, so all three weights vanish. Then $\psi_{10}=-\psi_{01}$, and $\psi=c\cdot\text{singlet}$ with $c=\sqrt2\,\psi_{01}$. Conversely, a normalised multiple of the singlet has $w_s=1$, hence energy $-3J/4$.

```lean
/-- For `B > 0` and `B > J` the normalised states of energy `J/4 - B` are exactly those
proportional to `uu`. -/
theorem upUp_unique (J B : ℝ) (hB : 0 < B) (hJ : J < B) (ψ : Fin 2 × Fin 2 → ℂ)
    (hψ : star ψ ⬝ᵥ ψ = 1) : energy J B ψ = J / 4 - B ↔ ∃ c : ℂ, ψ = c • upUp := by
  rw [normalized_iff] at hψ
  rw [energy, expectation_eq, Complex.ofReal_re]
  constructor
  · intro hE
    have hs : 0 ≤ singletWeight ψ := div_nonneg (Complex.normSq_nonneg _) (by norm_num)
    have ht : 0 ≤ tripletWeight ψ := div_nonneg (Complex.normSq_nonneg _) (by norm_num)
    -- again every excited level must carry zero weight
    have key : (B - J) * singletWeight ψ + B * tripletWeight ψ
        + 2 * B * Complex.normSq (ψ (1, 1)) = 0 := by
      linear_combination hE - (J / 4 - B) * hψ
    have e1 := mul_nonneg (show 0 ≤ B - J by linarith) hs
    have e2 := mul_nonneg hB.le ht
    have e3 := mul_nonneg (show 0 ≤ 2 * B by linarith) (Complex.normSq_nonneg (ψ (1, 1)))
    have s0 : singletWeight ψ = 0 := (mul_eq_zero.1
      (show (B - J) * singletWeight ψ = 0 by linarith)).resolve_left (by linarith)
    have t0 : tripletWeight ψ = 0 :=
      (mul_eq_zero.1 (show B * tripletWeight ψ = 0 by linarith)).resolve_left (by linarith)
    have h11 : ψ (1, 1) = 0 := Complex.normSq_eq_zero.1 ((mul_eq_zero.1
      (show 2 * B * Complex.normSq (ψ (1, 1)) = 0 by linarith)).resolve_left (by linarith))
    have hd : ψ (0, 1) - ψ (1, 0) = 0 := by
      apply Complex.normSq_eq_zero.1
      unfold singletWeight at s0
      linarith
    have hp : ψ (0, 1) + ψ (1, 0) = 0 := by
      apply Complex.normSq_eq_zero.1
      unfold tripletWeight at t0
      linarith
    have h01 : ψ (0, 1) = 0 := by linear_combination (hd + hp) / 2
    have h10 : ψ (1, 0) = 0 := by linear_combination (hp - hd) / 2
    refine ⟨ψ (0, 0), ?_⟩
    simp [funext_iff, Prod.forall, Fin.forall_fin_two, upUp, h01, h10, h11]
  · rintro ⟨c, rfl⟩
    have h11 : (c • upUp) (1, 1) = 0 := by simp [upUp]
    have s0 : singletWeight (c • upUp) = 0 := by simp [singletWeight, upUp]
    have t0 : tripletWeight (c • upUp) = 0 := by simp [tripletWeight, upUp]
    rw [h11, s0, t0, map_zero] at hψ ⊢
    linear_combination (J / 4 - B) * hψ

end

end HeisenbergDimerInField
```

For $B>0$ and $B>J$, the energy $J/4-B$ singles out the multiples of $uu$ in the same way. Now `key` reads

$$(B-J)\,w_s+B\,w_t+2B\,|\psi_{11}|^2=0 .$$

Both $\psi_{01}-\psi_{10}$ and $\psi_{01}+\psi_{10}$ vanish, so both amplitudes do, and only $\psi_{00}$ remains. The converse again follows from normalisation.

```lean
#print axioms HeisenbergDimerInField.ground_energy
#print axioms HeisenbergDimerInField.singlet_unique
#print axioms HeisenbergDimerInField.upUp_unique
```

```
'HeisenbergDimerInField.ground_energy' depends on axioms: [propext, Classical.choice, Quot.sound]
'HeisenbergDimerInField.singlet_unique' depends on axioms: [propext, Classical.choice, Quot.sound]
'HeisenbergDimerInField.upUp_unique' depends on axioms: [propext, Classical.choice, Quot.sound]
```

## The same minimum as an eigenvalue

The result could also have been modelled as a formula for the smallest eigenvalue of `hamiltonian J B`. Mathlib's `Matrix.IsHermitian.eigenvalues` takes a proof that the matrix is Hermitian as input, and the spectral theorem would then carry the bound over to superpositions. The version above speaks about all normalised states directly and uses neither.
